# The image energy of a charge in a free-standing dielectric slab is lowest at the mid-plane

A charged defect in a thin insulating layer polarises both surfaces, and the energy of that polarisation depends on the depth of the defect. Which depth does it favour?

Take a point charge q at height z in a slab of thickness d > 0, with faces at ±d/2 and vacuum outside. In Gaussian units, a slab of dielectric constant ε > 1 has the reflection coefficient k = (ε − 1)/(ε + 1), so 0 < k < 1. Each reflection in a face multiplies the image charge by k, and the image keeps the sign of q. Images of even order lie at distances independent of z and only add a constant. The odd orders give, in units of q²/(2ε),

W(z) = Σₙ₌₀^∞ k²ⁿ⁺¹ [1/((2n+1)d − 2z) + 1/((2n+1)d + 2z)], |z| < d/2.

For 0 < k < 1, W has its unique minimum at z = 0 and tends to +∞ at both faces.

## From reflections to a confining energy

**Distances.** The faces reflect x to d − x and to −d − x. Reflecting in one face and then in the other shifts x by ±2d. Starting from d − z, n double reflections lead to (2n+1)d − z, at distance (2n+1)d − 2z from the charge. Starting at the left face gives −(2n+1)d − z, at distance (2n+1)d + 2z.

**Convergence.** Every distance is at least d − 2|z| > 0, so the nth term is at most 2k²ⁿ⁺¹/(d − 2|z|). The weights form a geometric series:

Σₙ k²ⁿ⁺¹ = k/(1 − k²).

**Growth.** With a = (2n+1)d and x = 2z, each bracket is

1/(a − x) + 1/(a + x) = 2a/(a² − x²),

which increases strictly with |x| < a. Summing over n, W increases strictly with |z|, so z = 0 is the only minimum.

**Divergence.** Let 0 ≤ z < d/2. All terms are nonnegative, so W(z) ≥ k/(d − 2z). Every image except this nearest one is at least d away, so the rest is at most Σₙ 2k²ⁿ⁺¹/d. Hence

k/(d − 2z) ≤ W(z) ≤ k/(d − 2z) + 2k/(d(1 − k²)).

The lower bound diverges as z → d/2, and W(−z) = W(z) carries this to the other face.

**Thick slab.** Hold the depth s = d/2 − z fixed and let d → ∞. The bounds then give W → k/(2s), the image energy at a single surface.

**No dielectric contrast.** At k = 0, W vanishes everywhere, so 0 < k can't be weakened to 0 ≤ k.

## The slab and its images in Lean

```lean
import Mathlib

open Filter Topology

namespace SlabImageEnergy

noncomputable section
```

The two reflections are functions on the real line.

```lean
/-- Mirror image of the point `x` in the slab face at `d/2`. -/
def reflectRight (d x : ℝ) : ℝ := d - x

/-- Mirror image of the point `x` in the slab face at `-d/2`. -/
def reflectLeft (d x : ℝ) : ℝ := -d - x
```

The weights and distances are written into the definition of a pair. Heights are arbitrary reals; the theorems restrict them to the slab, except for the mirror symmetry, which holds without that restriction.

```lean
/-- Contribution of the two images of order `2n+1` to the energy of a charge at `z`, for
reflection coefficient `k` and thickness `d`, in units of `q²/(2ε)`; the domain is `|z| < d/2`. -/
def imagePair (k d z : ℝ) (n : ℕ) : ℝ :=
  k ^ (2 * n + 1) * (1 / ((2 * (n : ℝ) + 1) * d - 2 * z) + 1 / ((2 * (n : ℝ) + 1) * d + 2 * z))
```

`imageEnergy` is W. Since `∑'` returns 0 for a divergent series, convergence needs its own proof.

```lean
/-- Position-dependent image energy of a charge at height `z` in a free-standing slab, in units
of `q²/(2ε)`: the sum over all images of odd order. The domain is `|z| < d/2`. -/
def imageEnergy (k d z : ℝ) : ℝ := ∑' n : ℕ, imagePair k d z n
```

The lower bound on the distances comes first.

```lean
/-- For a charge inside the slab, `(2n+1)d - 2z` and `(2n+1)d + 2z` are both at least
`d - 2|z|`. -/
theorem image_gap {d z : ℝ} (hz : |z| < d / 2) (n : ℕ) :
    d - 2 * |z| ≤ (2 * (n : ℝ) + 1) * d - 2 * z ∧
      d - 2 * |z| ≤ (2 * (n : ℝ) + 1) * d + 2 * z := by
  have hd : 0 < d := by linarith [abs_nonneg z]
  have hn : 0 ≤ (n : ℝ) * d := by positivity
  constructor <;> nlinarith [le_abs_self z, neg_abs_le z]
```

The next theorem ties the denominators to the geometry: `^[n]` iterates the double reflection, and induction gives the positions. The second induction carries the right-hand formula as a premise, which is why that formula is proved again inside it.

```lean
/-- Reflecting a charge inside the slab alternately in the two faces, `2n+1` times in all, gives
images at distance `(2n+1)d - 2z` (right face first) and `(2n+1)d + 2z` (left face first). -/
theorem image_distances {d z : ℝ} (hz : |z| < d / 2) (n : ℕ) :
    |(fun x => reflectRight d (reflectLeft d x))^[n] (reflectRight d z) - z|
        = (2 * (n : ℝ) + 1) * d - 2 * z ∧
      |(fun x => reflectLeft d (reflectRight d x))^[n] (reflectLeft d z) - z|
        = (2 * (n : ℝ) + 1) * d + 2 * z := by
  -- a double reflection is a translation by twice the thickness
  have hR : (fun x => reflectRight d (reflectLeft d x))^[n] (reflectRight d z)
      = (2 * (n : ℝ) + 1) * d - z := by
    induction n with
    | zero => simp [reflectRight]
    | succ n ih =>
      rw [Function.iterate_succ_apply', ih]
      simp only [reflectRight, reflectLeft]
      push_cast
      ring
  have hL : (fun x => reflectLeft d (reflectRight d x))^[n] (reflectLeft d z)
      = -((2 * (n : ℝ) + 1) * d) - z := by
    induction n with
    | zero => simp [reflectLeft]
    | succ n ih =>
      have hR' : (fun x => reflectLeft d (reflectRight d x))^[n] (reflectLeft d z)
          = -((2 * (n : ℝ) + 1) * d) - z := by
        apply ih
        clear ih hR
        induction n with
        | zero => simp [reflectRight]
        | succ n ih =>
          rw [Function.iterate_succ_apply', ih]
          simp only [reflectRight, reflectLeft]
          push_cast
          ring
      rw [Function.iterate_succ_apply', hR']
      simp only [reflectRight, reflectLeft]
      push_cast
      ring
  obtain ⟨h1, h2⟩ := image_gap hz n
  rw [hR, hL]
  constructor
  · rw [abs_of_pos (by linarith)]
    ring
  · rw [abs_of_neg (by linarith)]
    ring
```

## Convergence and strict growth

The geometric series in k² is multiplied by k, then used as the majorant.

```lean
/-- For `0 < k < 1` the weights of the images of odd order sum to `k/(1 - k²)`. -/
theorem hasSum_weights {k : ℝ} (hk : 0 < k) (hk1 : k < 1) :
    HasSum (fun n : ℕ => k ^ (2 * n + 1)) (k * (1 - k ^ 2)⁻¹) := by
  have h := (hasSum_geometric_of_lt_one (sq_nonneg k) (by nlinarith : k ^ 2 < 1)).mul_left k
  have e : (fun n : ℕ => k ^ (2 * n + 1)) = fun n : ℕ => k * (k ^ 2) ^ n := by
    funext n
    ring
  rw [e]
  exact h

/-- For `0 < k < 1` and a charge inside the slab, every image pair contributes a nonnegative
energy and the image series converges. -/
theorem imagePair_summable {k d z : ℝ} (hk : 0 < k) (hk1 : k < 1) (hz : |z| < d / 2) :
    (∀ n, 0 ≤ imagePair k d z n) ∧ Summable (imagePair k d z) := by
  have hg : 0 < d - 2 * |z| := by linarith
  have h0 : ∀ n, 0 ≤ imagePair k d z n := by
    intro n
    obtain ⟨h1, h2⟩ := image_gap hz n
    exact mul_nonneg (pow_nonneg hk.le _)
      (add_nonneg (one_div_nonneg.mpr (by linarith)) (one_div_nonneg.mpr (by linarith)))
  refine ⟨h0, Summable.of_nonneg_of_le h0 (fun n => ?_)
    ((hasSum_weights hk hk1).summable.mul_right (1 / (d - 2 * |z|) + 1 / (d - 2 * |z|)))⟩
  obtain ⟨h1, h2⟩ := image_gap hz n
  exact mul_le_mul_of_nonneg_left
    (add_le_add (one_div_le_one_div_of_le hg h1) (one_div_le_one_div_of_le hg h2))
    (pow_nonneg hk.le _)
```

`pair_lt` puts both sides over a common denominator and compares the denominators.

```lean
/-- The Coulomb energy of a charge between two equal charges of its own sign at `-a` and `a` grows
strictly with its distance from the midpoint. -/
theorem pair_lt {a x y : ℝ} (hxy : |x| < |y|) (hy : |y| < a) :
    1 / (a - x) + 1 / (a + x) < 1 / (a - y) + 1 / (a + y) := by
  have e : ∀ t : ℝ, |t| < a → 1 / (a - t) + 1 / (a + t) = 2 * a / ((a - t) * (a + t)) := by
    intro t ht
    obtain ⟨h1, h2⟩ := abs_lt.mp ht
    have h3 : a - t ≠ 0 := by linarith
    have h4 : a + t ≠ 0 := by linarith
    rw [div_add_div _ _ h3 h4]
    congr 1
    ring
  rw [e x (hxy.trans hy), e y hy]
  obtain ⟨h1, h2⟩ := abs_lt.mp hy
  have hsq := sq_lt_sq.mpr hxy
  exact div_lt_div_of_pos_left (by linarith [abs_nonneg y])
    (mul_pos (by linarith) (by linarith)) (by nlinarith)
```

It applies to every n with a = (2n+1)d. `Summable.tsum_lt_tsum` then needs all terms ordered, one of them strictly, and both series convergent.

```lean
/-- For `0 < k < 1` the image energy inside the slab grows strictly with the distance `|z|` from
the mid-plane. -/
theorem imageEnergy_lt {k d z w : ℝ} (hk : 0 < k) (hk1 : k < 1)
    (hzw : |z| < |w|) (hw : |w| < d / 2) : imageEnergy k d z < imageEnergy k d w := by
  have hlt : ∀ n, imagePair k d z n < imagePair k d w n := by
    intro n
    have hd : 0 < d := by linarith [abs_nonneg w]
    have hn : 0 ≤ (n : ℝ) * d := by positivity
    refine mul_lt_mul_of_pos_left (pair_lt ?_ ?_) (pow_pos hk _)
    · rw [abs_mul, abs_mul, abs_two]
      linarith
    · rw [abs_mul, abs_two]
      nlinarith
  exact Summable.tsum_lt_tsum (i := 0) (fun n => (hlt n).le) (hlt 0)
    (imagePair_summable hk hk1 (hzw.trans hw)).2 (imagePair_summable hk hk1 hw).2
```

## The nearest image and the two faces

For the upper bound, the majorant is k/(d − 2z) at n = 0 alone, plus 2/d times the weights.

```lean
/-- For `0 < k < 1` and `0 ≤ z < d/2` the image energy exceeds that of the nearest image,
`k/(d - 2z)`, by at least zero and at most `2k/(d(1 - k²))`. -/
theorem nearest_image_bounds {k d z : ℝ} (hk : 0 < k) (hk1 : k < 1)
    (hz0 : 0 ≤ z) (hz : z < d / 2) :
    k / (d - 2 * z) ≤ imageEnergy k d z ∧
      imageEnergy k d z ≤ k / (d - 2 * z) + 2 * k / (d * (1 - k ^ 2)) := by
  have hd : 0 < d := by linarith
  obtain ⟨hnn, hs⟩ := imagePair_summable hk hk1 (by rwa [abs_of_nonneg hz0] : |z| < d / 2)
  have e : imagePair k d z 0 = k / (d - 2 * z) + k / (d + 2 * z) := by
    simp [imagePair]
    ring
  constructor
  · have h1 : imagePair k d z 0 ≤ imageEnergy k d z := hs.le_tsum 0 (fun j _ => hnn j)
    have h2 : 0 ≤ k / (d + 2 * z) := by positivity
    linarith
  · -- all images but the nearest lie at least one thickness away
    have hmaj := (hasSum_ite_eq (0 : ℕ) (k / (d - 2 * z))).add
      ((hasSum_weights hk hk1).mul_right (2 / d))
    have hle := hasSum_le (fun n => ?_) hs.hasSum hmaj
    · have e2 : k * (1 - k ^ 2)⁻¹ * (2 / d) = 2 * k / (d * (1 - k ^ 2)) := by
        rw [div_eq_mul_inv, div_eq_mul_inv, mul_inv]
        ring
      rw [e2] at hle
      exact hle
    · rcases n with _ | n
      · rw [e, if_pos rfl]
        have h1 : k / (d + 2 * z) ≤ k / d :=
          div_le_div_of_nonneg_left hk.le hd (by linarith)
        have h2 : k ^ (2 * 0 + 1) * (2 / d) = k / d + k / d := by ring
        have h3 : 0 < k / d := div_pos hk hd
        linarith
      · rw [if_neg (Nat.succ_ne_zero n), zero_add]
        have hn : 0 ≤ (n : ℝ) * d := by positivity
        refine mul_le_mul_of_nonneg_left ?_ (pow_nonneg hk.le _)
        have h1 : 1 / ((2 * ((n + 1 : ℕ) : ℝ) + 1) * d - 2 * z) ≤ 1 / d :=
          one_div_le_one_div_of_le hd (by push_cast; nlinarith)
        have h2 : 1 / ((2 * ((n + 1 : ℕ) : ℝ) + 1) * d + 2 * z) ≤ 1 / d :=
          one_div_le_one_div_of_le hd (by push_cast; nlinarith)
        have h3 : 2 / d = 1 / d + 1 / d := by ring
        linarith
```

Mirror symmetry exchanges the two fractions in each pair.

```lean
/-- The image energy is the same at mirror-related heights `z` and `-z`. -/
theorem imageEnergy_neg (k d z : ℝ) : imageEnergy k d (-z) = imageEnergy k d z := by
  unfold imageEnergy
  refine tsum_congr (fun n => ?_)
  unfold imagePair
  rw [mul_neg, sub_neg_eq_add, ← sub_eq_add_neg, add_comm (1 / _)]
```

In the final theorem, `𝓝[<] (d / 2)` and `𝓝[>] (-(d / 2))` mean approach to each face from inside, and `atTop` means +∞. The minimum is `imageEnergy_lt` compared with height 0; the limit at the right face uses the lower bound, and the one at the left face composes it with z ↦ −z.

```lean
/-- For `0 < k < 1` and `d > 0`, the image energy of a charge in a free-standing slab has its
unique minimum at the mid-plane and tends to infinity at both faces. -/
theorem imageEnergy_confines {k d : ℝ} (hk : 0 < k) (hk1 : k < 1) (hd : 0 < d) :
    (∀ z, |z| < d / 2 → z ≠ 0 → imageEnergy k d 0 < imageEnergy k d z) ∧
      Tendsto (imageEnergy k d) (𝓝[<] (d / 2)) atTop ∧
      Tendsto (imageEnergy k d) (𝓝[>] (-(d / 2))) atTop := by
  -- right face: the nearest image alone diverges
  have hright : Tendsto (imageEnergy k d) (𝓝[<] (d / 2)) atTop := by
    have hgap : Tendsto (fun z : ℝ => d - 2 * z) (𝓝[<] (d / 2)) (𝓝[>] 0) := by
      refine tendsto_nhdsWithin_iff.mpr ⟨?_, ?_⟩
      · have h : Tendsto (fun z : ℝ => d - 2 * z) (𝓝 (d / 2)) (𝓝 (d - 2 * (d / 2))) :=
          (by fun_prop : Continuous fun z : ℝ => d - 2 * z).tendsto _
        rw [show d - 2 * (d / 2) = 0 by ring] at h
        exact h.mono_left nhdsWithin_le_nhds
      · filter_upwards [self_mem_nhdsWithin] with z hz
        have h : z < d / 2 := hz
        show 0 < d - 2 * z
        linarith
    refine tendsto_atTop_mono' _ ?_ ((tendsto_inv_nhdsGT_zero.comp hgap).const_mul_atTop hk)
    filter_upwards [self_mem_nhdsWithin,
      mem_nhdsWithin_of_mem_nhds (Ioi_mem_nhds (half_pos hd))] with z hz hz0
    have h := (nearest_image_bounds hk hk1 (le_of_lt hz0) hz).1
    rw [div_eq_mul_inv] at h
    exact h
  refine ⟨fun z hz hne => imageEnergy_lt hk hk1 (by simpa using hne) hz, hright, ?_⟩
  -- left face: mirror symmetry
  have hneg : Tendsto (fun z : ℝ => -z) (𝓝[>] (-(d / 2))) (𝓝[<] (d / 2)) := by
    refine tendsto_nhdsWithin_iff.mpr ⟨?_, ?_⟩
    · have h : Tendsto (fun z : ℝ => -z) (𝓝 (-(d / 2))) (𝓝 (-(-(d / 2)))) :=
        continuous_neg.tendsto _
      rw [neg_neg] at h
      exact h.mono_left nhdsWithin_le_nhds
    · filter_upwards [self_mem_nhdsWithin] with z hz
      have h : -(d / 2) < z := hz
      show -z < d / 2
      linarith
  exact (hright.comp hneg).congr (fun z => imageEnergy_neg k d z)

end

end SlabImageEnergy
```

```lean
#print axioms SlabImageEnergy.image_distances
#print axioms SlabImageEnergy.imageEnergy_confines
```

```
'SlabImageEnergy.image_distances' depends on axioms: [propext, Classical.choice, Quot.sound]
'SlabImageEnergy.imageEnergy_confines' depends on axioms: [propext, Classical.choice, Quot.sound]
```

## What this says about charged defects

That the image series solves the electrostatic problem of the slab, with a factor k per reflection, is assumed here. For a point charge in an isolated slab with sharp faces, the result gives the depth dependence that image interactions add to a defect's energy; a periodic supercell adds interactions between repeated cells. In a real material the divergence is cut off once the defect's distance from the surface is comparable with the width of the surface region or the extent of the defect's charge.
